# Joining exact inverse factors of the two diagonal blocks of a positive definite overlap matrix leaves a residual that shortens every nonzero vector

Iterative refinement of an inverse factor can blow up from a bad start. Let $S$ be a real symmetric overlap matrix, $Z$ an approximate inverse factor and $d = 1 - Z^TSZ$ its residual. The step $Z \mapsto Z(1+d/2)$ turns an eigenvalue $-5$ of $d$ into $-12.5$, and the next step makes it worse.

I want to start from two fragments. Write

$$S=\begin{pmatrix}A&B\\B^T&C\end{pmatrix},\qquad Z=\begin{pmatrix}Z_a&0\\0&Z_c\end{pmatrix},$$

with $S$ positive definite, $Z_a^TAZ_a=1$ and $Z_c^TCZ_c=1$. The claim is that $|dv|<|v|$ for every nonzero $v$, however strongly the fragments overlap. Can this be made rigorous and machine-checked, together with the effect of a refinement step?

## Positivity bounds the coupling between the fragments

Yes. Multiplying out the blocks gives

$$Z^TSZ=\begin{pmatrix}1&K\\K^T&1\end{pmatrix},\qquad K=Z_a^TBZ_c,\qquad d=-\begin{pmatrix}0&K\\K^T&0\end{pmatrix}.$$

The residual contains only the coupling. The matrix $\mathrm{diag}(Z_a^TA,\,Z_c^TC)$ is a left inverse of $Z$, so $u\neq0$ implies $Zu\neq0$, and therefore

$$u^TZ^TSZu=(Zu)^TS(Zu)>0.$$

With $u=(x,y)$ split over the fragments, this reads

$$|x|^2+2\,x\cdot Ky+|y|^2>0.$$

For $y\neq0$, choose $x=-Ky$. The left side becomes $|y|^2-|Ky|^2$, so $|Ky|<|y|$. For $x\neq0$, choose $y=-K^Tx$ and use $x\cdot KK^Tx=|K^Tx|^2$ to get $|K^Tx|<|x|$.

Now take any nonzero $v=(x,y)$. Then

$$|dv|^2=|Ky|^2+|K^Tx|^2<|x|^2+|y|^2=|v|^2.$$

If one part of $v$ vanishes, it contributes zero to both sides, and the other part supplies the strict inequality.

## A contracting residual forces positivity in return

Let $S$ and $Z$ now be arbitrary square matrices with $|dv|<|v|$ for all $v\neq0$. Expanding $|v-dv|^2\ge0$ gives $2\,v\cdot dv\le|v|^2+|dv|^2<2|v|^2$. Hence

$$(Zv)\cdot S(Zv)=|v|^2-v\cdot dv>0.$$

In particular $Zv\neq0$, so $Z$ is injective and, being square, surjective. Every nonzero $w$ is some $Zv$ with $v\ne0$, which gives $w\cdot Sw>0$.

## One refinement step reduces the residual

For symmetric $S$ the residual is symmetric. With $Z'=Z(1+d/2)$,

$$Z'^TSZ'=(1+\tfrac12d)(1-d)(1+\tfrac12d)=1-\tfrac34d^2-\tfrac14d^3,$$

so the new residual is $d'=\tfrac34d^2+\tfrac14d^3$. Start from the two-fragment factor and let $q=dv\neq0$. The contraction gives $|d^2q|\le|dq|<|q|$, and so

$$|d'v|\le\tfrac34|dq|+\tfrac14|d^2q|\le|dq|<|dv|.$$

## Two orbitals: the claim is a positive determinant

With one orbital per fragment, $S=\begin{pmatrix}a&b\\b&c\end{pmatrix}$ and $|K|=|b|/\sqrt{ac}$. The contraction is then the condition $b^2<ac$. As $b^2\to ac$ the orbitals become linearly dependent and the contraction factor tends to one.

For $a=4$, $b=c=1$, the factors $1/2$ and $1$ give $K=1/2$. The eigenvalues $\pm1/2$ of $d$ become $7/32$ and $5/32$ after one refinement.

## The Lean file

```lean
import Mathlib

open Matrix

namespace LocalizedInverseFactorization

noncomputable section

variable {m n ι : Type*} [Fintype m] [Fintype n] [Fintype ι]
  [DecidableEq m] [DecidableEq n] [DecidableEq ι]

/-- The overlap matrix of two fragments with diagonal blocks `A`, `C` and coupling `B`. -/
def overlap (A : Matrix m m ℝ) (B : Matrix m n ℝ) (C : Matrix n n ℝ) :
    Matrix (m ⊕ n) (m ⊕ n) ℝ := fromBlocks A B Bᵀ C

/-- The block-diagonal factor assembled from the factors of the two fragments. -/
def blockFactor (Za : Matrix m m ℝ) (Zc : Matrix n n ℝ) :
    Matrix (m ⊕ n) (m ⊕ n) ℝ := fromBlocks Za 0 0 Zc

/-- The factorization residual `1 - Zᵀ S Z`. -/
def residual (S Z : Matrix ι ι ℝ) : Matrix ι ι ℝ := 1 - Zᵀ * S * Z

/-- One step of iterative refinement, `Z ↦ Z (1 + d / 2)` with `d` the residual. -/
def refineStep (S Z : Matrix ι ι ℝ) : Matrix ι ι ℝ :=
  Z * (1 + (1 / 2 : ℝ) • residual S Z)

/-- The Euclidean norm of a coefficient vector. -/
def euclNorm (v : ι → ℝ) : ℝ := ‖WithLp.toLp 2 v‖

omit [DecidableEq ι] in
/-- The squared Euclidean norm is the dot product of the vector with itself. -/
theorem euclNorm_sq (v : ι → ℝ) : euclNorm v ^ 2 = v ⬝ᵥ v := by
  rw [euclNorm, EuclideanSpace.norm_sq_eq]
  simp only [dotProduct]
  refine Finset.sum_congr rfl fun i _ => ?_
  change ‖v i‖ ^ 2 = v i * v i
  rw [Real.norm_eq_abs, sq_abs, sq]

omit [DecidableEq m] [DecidableEq n] in
private lemma dot_blocks (a c : m → ℝ) (b d : n → ℝ) :
    Sum.elim a b ⬝ᵥ Sum.elim c d = a ⬝ᵥ c + b ⬝ᵥ d := by
  simp [dotProduct, Fintype.sum_sum_type]

omit [DecidableEq ι] in
private lemma congruence (S Z : Matrix ι ι ℝ) (v : ι → ℝ) :
    v ⬝ᵥ ((Zᵀ * S * Z) *ᵥ v) = (Z *ᵥ v) ⬝ᵥ (S *ᵥ (Z *ᵥ v)) := by
  rw [← Matrix.mulVec_mulVec, ← Matrix.mulVec_mulVec, Matrix.dotProduct_mulVec,
    Matrix.vecMul_transpose]

/-- In the basis given by the fragment factors, the overlap has unit diagonal blocks and
the transformed coupling `Zaᵀ B Zc` off the diagonal. -/
theorem transformed_overlap {A Za : Matrix m m ℝ} {C Zc : Matrix n n ℝ} (B : Matrix m n ℝ)
    (ha : Zaᵀ * A * Za = 1) (hc : Zcᵀ * C * Zc = 1) :
    (blockFactor Za Zc)ᵀ * overlap A B C * blockFactor Za Zc =
      fromBlocks 1 (Zaᵀ * B * Zc) (Zaᵀ * B * Zc)ᵀ 1 := by
  rw [Matrix.mul_assoc] at ha hc
  simp only [blockFactor, overlap, fromBlocks_transpose, fromBlocks_multiply,
    transpose_zero, Matrix.zero_mul, Matrix.mul_zero, add_zero, zero_add,
    transpose_mul, transpose_transpose, Matrix.mul_assoc, ha, hc]

/-- If the overlap with unit diagonal blocks and coupling `K` has a positive quadratic form,
then `K` and its transpose strictly shorten every nonzero vector. -/
theorem coupling_contracts (K : Matrix m n ℝ)
    (h : ∀ v : m ⊕ n → ℝ, v ≠ 0 → 0 < v ⬝ᵥ (fromBlocks 1 K Kᵀ 1 *ᵥ v)) :
    (∀ y : n → ℝ, y ≠ 0 → (K *ᵥ y) ⬝ᵥ (K *ᵥ y) < y ⬝ᵥ y) ∧
      (∀ x : m → ℝ, x ≠ 0 → (Kᵀ *ᵥ x) ⬝ᵥ (Kᵀ *ᵥ x) < x ⬝ᵥ x) := by
  have form : ∀ (x : m → ℝ) (y : n → ℝ),
      Sum.elim x y ⬝ᵥ (fromBlocks 1 K Kᵀ 1 *ᵥ Sum.elim x y) =
        x ⬝ᵥ x + 2 * (x ⬝ᵥ (K *ᵥ y)) + y ⬝ᵥ y := by
    intro x y
    have hs : y ⬝ᵥ (Kᵀ *ᵥ x) = x ⬝ᵥ (K *ᵥ y) := by
      rw [Matrix.mulVec_transpose, dotProduct_comm, ← Matrix.dotProduct_mulVec]
    rw [fromBlocks_mulVec, dot_blocks]
    simp only [Sum.elim_comp_inl, Sum.elim_comp_inr, one_mulVec, dotProduct_add, hs]
    ring
  constructor
  · -- test vector (-K y, y)
    intro y hy
    have hp := h (Sum.elim (-(K *ᵥ y)) y)
      (fun e => hy (funext fun i => congrFun e (Sum.inr i)))
    rw [form] at hp
    simp only [neg_dotProduct, dotProduct_neg, neg_neg] at hp
    linarith
  · -- test vector (x, -Kᵀ x)
    intro x hx
    have hp := h (Sum.elim x (-(Kᵀ *ᵥ x)))
      (fun e => hx (funext fun i => congrFun e (Sum.inl i)))
    have e : x ⬝ᵥ (K *ᵥ (Kᵀ *ᵥ x)) = (Kᵀ *ᵥ x) ⬝ᵥ (Kᵀ *ᵥ x) := by
      rw [Matrix.dotProduct_mulVec, ← Matrix.mulVec_transpose]
    rw [form] at hp
    simp only [Matrix.mulVec_neg, neg_dotProduct, dotProduct_neg, neg_neg, e] at hp
    linarith

/-- For a positive definite overlap, the residual of the block-diagonal factor built from
inverse factors of the diagonal blocks strictly shortens every nonzero vector. -/
theorem localized_residual_contracts {A Za : Matrix m m ℝ} {B : Matrix m n ℝ}
    {C Zc : Matrix n n ℝ} (hS : (overlap A B C).PosDef)
    (ha : Zaᵀ * A * Za = 1) (hc : Zcᵀ * C * Zc = 1) (v : m ⊕ n → ℝ) (hv : v ≠ 0) :
    euclNorm (residual (overlap A B C) (blockFactor Za Zc) *ᵥ v) < euclNorm v := by
  have hW : fromBlocks (Zaᵀ * A) 0 0 (Zcᵀ * C) * blockFactor Za Zc = 1 := by
    simp [blockFactor, fromBlocks_multiply, ha, hc]
  -- positivity passes to the transformed overlap because the block factor is invertible
  obtain ⟨h1, h2⟩ := coupling_contracts (Zaᵀ * B * Zc) (by
    intro u hu
    rw [← transformed_overlap B ha hc, congruence]
    have hne : blockFactor Za Zc *ᵥ u ≠ 0 := by
      intro h0
      apply hu
      rw [← Matrix.one_mulVec u, ← hW, ← Matrix.mulVec_mulVec, h0, Matrix.mulVec_zero]
    simpa only [star_trivial] using hS.dotProduct_mulVec_pos hne)
  obtain ⟨x, y, rfl⟩ : ∃ x y, v = Sum.elim x y :=
    ⟨v ∘ Sum.inl, v ∘ Sum.inr, (Sum.elim_comp_inl_inr v).symm⟩
  apply lt_of_pow_lt_pow_left₀ 2 (norm_nonneg _)
  change euclNorm _ ^ 2 < euclNorm _ ^ 2
  rw [euclNorm_sq, euclNorm_sq, residual, transformed_overlap B ha hc, Matrix.sub_mulVec,
    Matrix.one_mulVec, fromBlocks_mulVec]
  generalize Zaᵀ * B * Zc = K at h1 h2 ⊢
  have hd : Sum.elim x y - Sum.elim (1 *ᵥ (Sum.elim x y ∘ Sum.inl) +
      K *ᵥ (Sum.elim x y ∘ Sum.inr)) (Kᵀ *ᵥ (Sum.elim x y ∘ Sum.inl) +
      1 *ᵥ (Sum.elim x y ∘ Sum.inr)) = Sum.elim (-(K *ᵥ y)) (-(Kᵀ *ᵥ x)) := by
    ext i
    rcases i with i | i <;> simp
  rw [hd, dot_blocks, dot_blocks]
  simp only [neg_dotProduct, dotProduct_neg, neg_neg]
  by_cases hx : x = 0
  · have hy : y ≠ 0 := by
      rintro rfl
      apply hv
      ext i
      rcases i with i | i <;> simp [hx]
    have := h1 y hy
    simp only [hx, Matrix.mulVec_zero, dotProduct_zero]
    linarith
  · have hx' := h2 x hx
    by_cases hy : y = 0
    · simp only [hy, Matrix.mulVec_zero, dotProduct_zero]
      linarith
    · linarith [h1 y hy]

/-- Conversely, if the residual of some square factor strictly shortens every nonzero vector,
then the quadratic form of `S` is positive on every nonzero vector. -/
theorem positive_of_residual_contracts (S Z : Matrix ι ι ℝ)
    (h : ∀ v : ι → ℝ, v ≠ 0 → euclNorm (residual S Z *ᵥ v) < euclNorm v)
    (w : ι → ℝ) (hw : w ≠ 0) : 0 < w ⬝ᵥ (S *ᵥ w) := by
  have pos : ∀ v : ι → ℝ, v ≠ 0 → 0 < (Z *ᵥ v) ⬝ᵥ (S *ᵥ (Z *ᵥ v)) := by
    intro v hv
    have hlt := pow_lt_pow_left₀ (h v hv) (norm_nonneg _) (two_ne_zero)
    rw [euclNorm_sq, euclNorm_sq] at hlt
    have hG : Zᵀ * S * Z = 1 - residual S Z := by simp [residual]
    rw [← congruence, hG, Matrix.sub_mulVec, Matrix.one_mulVec, dotProduct_sub]
    have hn := sq_nonneg (euclNorm (v - residual S Z *ᵥ v))
    rw [euclNorm_sq] at hn
    simp only [sub_dotProduct, dotProduct_sub] at hn
    linarith [dotProduct_comm v (residual S Z *ᵥ v)]
  -- positivity makes the factor injective, hence surjective
  have inj : Function.Injective Z.mulVecLin := by
    refine (injective_iff_map_eq_zero Z.mulVecLin).2 fun v hv => ?_
    by_contra hne
    have hp := pos v hne
    rw [Matrix.mulVecLin_apply] at hv
    simp [hv] at hp
  obtain ⟨v, hv⟩ := LinearMap.injective_iff_surjective.1 inj w
  rw [Matrix.mulVecLin_apply] at hv
  have hne : v ≠ 0 := by
    rintro rfl
    exact hw (by rw [← hv, Matrix.mulVec_zero])
  simpa only [hv] using pos v hne

/-- For symmetric `S`, one refinement step turns the residual `d` into
`(3/4) d² + (1/4) d³`. -/
theorem refined_residual (S Z : Matrix ι ι ℝ) (hS : Sᵀ = S) :
    residual S (refineStep S Z) =
      (3 / 4 : ℝ) • residual S Z ^ 2 + (1 / 4 : ℝ) • residual S Z ^ 3 := by
  have hd : (residual S Z)ᵀ = residual S Z := by
    simp [residual, transpose_mul, hS, Matrix.mul_assoc]
  have hG : Zᵀ * S * Z = 1 - residual S Z := by simp [residual]
  have h1 : (refineStep S Z)ᵀ * S * refineStep S Z =
      (1 + (1 / 2 : ℝ) • residual S Z) * (Zᵀ * S * Z) *
        (1 + (1 / 2 : ℝ) • residual S Z) := by
    unfold refineStep
    rw [transpose_mul, transpose_add, transpose_one, transpose_smul, hd]
    simp only [Matrix.mul_assoc]
  change 1 - (refineStep S Z)ᵀ * S * refineStep S Z = _
  rw [h1, hG]
  generalize residual S Z = d
  simp only [mul_add, add_mul, mul_sub, sub_mul, one_mul, mul_one, smul_mul_assoc,
    mul_smul_comm, pow_succ, pow_zero, mul_assoc]
  module

/-- For a positive definite overlap and the block-diagonal factor built from inverse factors of its
diagonal blocks, one refinement step strictly reduces the norm of the residual applied to any vector
that the old residual does not annihilate. -/
theorem refinement_reduces_residual {A Za : Matrix m m ℝ} {B : Matrix m n ℝ}
    {C Zc : Matrix n n ℝ} (hS : (overlap A B C).PosDef)
    (ha : Zaᵀ * A * Za = 1) (hc : Zcᵀ * C * Zc = 1) (v : m ⊕ n → ℝ)
    (hv : residual (overlap A B C) (blockFactor Za Zc) *ᵥ v ≠ 0) :
    euclNorm (residual (overlap A B C)
        (refineStep (overlap A B C) (blockFactor Za Zc)) *ᵥ v) <
      euclNorm (residual (overlap A B C) (blockFactor Za Zc) *ᵥ v) := by
  have hsym : (overlap A B C)ᵀ = overlap A B C := by
    rw [← conjTranspose_eq_transpose_of_trivial]
    exact hS.isHermitian
  have hcon := localized_residual_contracts hS ha hc
  rw [refined_residual _ _ hsym]
  generalize residual (overlap A B C) (blockFactor Za Zc) = d at hv hcon ⊢
  have e : ((3 / 4 : ℝ) • d ^ 2 + (1 / 4 : ℝ) • d ^ 3) *ᵥ v =
      (3 / 4 : ℝ) • (d *ᵥ (d *ᵥ v)) + (1 / 4 : ℝ) • (d *ᵥ (d *ᵥ (d *ᵥ v))) := by
    simp only [Matrix.add_mulVec, Matrix.smul_mulVec, Matrix.mulVec_mulVec, pow_succ,
      pow_zero, one_mul, mul_assoc]
  have tri : ∀ p q : m ⊕ n → ℝ, euclNorm ((3 / 4 : ℝ) • p + (1 / 4 : ℝ) • q) ≤
      3 / 4 * euclNorm p + 1 / 4 * euclNorm q := by
    intro p q
    change ‖(3 / 4 : ℝ) • WithLp.toLp 2 p + (1 / 4 : ℝ) • WithLp.toLp 2 q‖ ≤ _
    refine (norm_add_le _ _).trans (le_of_eq ?_)
    rw [norm_smul, norm_smul, Real.norm_of_nonneg (by norm_num),
      Real.norm_of_nonneg (by norm_num)]
    rfl
  have h1 := hcon _ hv
  have h2 : euclNorm (d *ᵥ (d *ᵥ (d *ᵥ v))) ≤ euclNorm (d *ᵥ (d *ᵥ v)) := by
    by_cases h0 : d *ᵥ (d *ᵥ v) = 0
    · rw [h0, Matrix.mulVec_zero]
    · exact (hcon _ h0).le
  rw [e]
  linarith [tri (d *ᵥ (d *ᵥ v)) (d *ᵥ (d *ᵥ (d *ᵥ v)))]

/-- The two-orbital overlap with diagonal entries `4`, `1` and coupling `1` is positive
definite, and `1/2` and `1` are inverse factors of its diagonal blocks. -/
theorem localized_factor_witness :
    (overlap (!![4] : Matrix (Fin 1) (Fin 1) ℝ) !![1] !![1]).PosDef ∧
      (!![1 / 2] : Matrix (Fin 1) (Fin 1) ℝ)ᵀ * !![4] * !![1 / 2] = 1 ∧
      (!![1] : Matrix (Fin 1) (Fin 1) ℝ)ᵀ * !![1] * !![1] = 1 := by
  refine ⟨?_, ?_, ?_⟩
  · rw [Matrix.posDef_iff_dotProduct_mulVec]
    refine ⟨?_, fun x hx => ?_⟩
    · ext i j
      rcases i with i | i <;> rcases j with j | j <;> fin_cases i <;> fin_cases j <;>
        simp [overlap]
    · -- complete the square
      have e : star x ⬝ᵥ (overlap (!![4] : Matrix (Fin 1) (Fin 1) ℝ) !![1] !![1] *ᵥ x) =
          3 * x (Sum.inl 0) ^ 2 + (x (Sum.inl 0) + x (Sum.inr 0)) ^ 2 := by
        simp [overlap, dotProduct, Matrix.mulVec, Fintype.sum_sum_type]
        ring
      rw [e]
      by_cases h0 : x (Sum.inl 0) = 0
      · have h1 : x (Sum.inr 0) ≠ 0 := by
          intro h1
          apply hx
          ext i
          rcases i with i | i <;> fin_cases i
          · exact h0
          · exact h1
        rw [h0, zero_add]
        positivity
      · positivity
  · ext i j
    fin_cases i
    fin_cases j
    norm_num [Matrix.mul_apply]
  · ext i j
    fin_cases i
    fin_cases j
    norm_num [Matrix.mul_apply]

end

end LocalizedInverseFactorization
```

```lean
#print axioms LocalizedInverseFactorization.localized_residual_contracts
#print axioms LocalizedInverseFactorization.positive_of_residual_contracts
#print axioms LocalizedInverseFactorization.refinement_reduces_residual
```

```
'LocalizedInverseFactorization.localized_residual_contracts' depends on axioms: [propext, Classical.choice, Quot.sound]
'LocalizedInverseFactorization.positive_of_residual_contracts' depends on axioms: [propext, Classical.choice, Quot.sound]
'LocalizedInverseFactorization.refinement_reduces_residual' depends on axioms: [propext, Classical.choice, Quot.sound]
```

## How the Lean statements describe the fragments

The finite types `m` and `n` label the basis functions of the two fragments, and `m ⊕ n` labels the combined basis. `overlap A B C` has `Bᵀ` built into its lower left block, and `blockFactor Za Zc` is the block-diagonal $Z$. The hypothesis `PosDef` includes symmetry for real matrices. Physically, it says that the basis functions are linearly independent.

The hypotheses `ha` and `hc` say that `Za` and `Zc` are exact inverse factors of the diagonal blocks. They may be triangular, symmetric or neither; their existence is assumed and not derived. `euclNorm` goes through `WithLp.toLp 2` because Mathlib's default norm on plain functions is the maximum norm.

- `localized_residual_contracts` is the main claim, for every nonzero `v`.
- `positive_of_residual_contracts` is the converse. It concludes that the quadratic form is positive, not that `S` is symmetric.
- `refined_residual` is the polynomial identity for symmetric `S` and any square `Z`.
- `refinement_reduces_residual` compares the old and new residuals on each vector that the old one does not annihilate.
- `localized_factor_witness` checks the hypotheses for the two-orbital example with $a=4$, $b=c=1$.

The matrices are real and finite, and the arithmetic is exact. The file does not address whether corrections decay away from the cut between fragments, as the word "Localized" in its namespace might suggest, or whether the cost is linear. The contraction does imply $\|d\|<1$ in the operator norm, by compactness of the unit sphere, but the file states neither that bound nor convergence of the repeated iteration.

## How the proofs follow the algebra

`transformed_overlap` multiplies out the blocks, and `congruence` moves $Z$ from the matrix onto the vector. In `coupling_contracts`, the local identity `form` expands the quadratic form in $x$ and $y$. The two test vectors are then inserted, and `linarith` reads off the inequalities.

The main proof uses `hW` as the left inverse of $Z$ to obtain positivity of the transformed overlap. It splits `v` into `x` and `y`, compares squared norms through `euclNorm_sq`, and identifies $dv=(-Ky,-K^Tx)$ in `hd`. The case distinctions on `x = 0` and `y = 0` handle vectors living on one fragment.

In the converse, `pos` contains the expansion of $|v-dv|^2$, and `inj` turns positivity into injectivity. Mathlib's `LinearMap.injective_iff_surjective` then supplies the preimage of `w`.

For the refinement, `refined_residual` replaces $Z^TSZ$ by $1-d$, expands the product and lets `module` collect the coefficients. In `refinement_reduces_residual`, `tri` is the triangle inequality, while `h1` and `h2` are the two uses of the contraction. The witness is settled by completing the square: $4p^2+2pq+q^2=3p^2+(p+q)^2$.

## The step in an electronic-structure code

An inverse factor turns the generalized eigenproblem $Hc=\varepsilon Sc$ into a standard one for $Z^THZ$. A recursive code can split the basis in two, factorize each diagonal block, assemble $Z$, and then repeat:

1. Form $d=1-Z^TSZ$.
2. Stop if a chosen norm of $d$ is below the tolerance.
3. Replace $Z$ by $Z+\tfrac12Zd$.

For a finite, linearly independent real basis, exact factors of both diagonal blocks and exact arithmetic, the theorems guarantee a contracting residual at the start and, unless it is already zero, a reduction in the first step. If the block factors come from earlier refinements stopped at a tolerance, they satisfy `ha` and `hc` only approximately, and the theorems do not apply as stated. Truncating small matrix elements is a further perturbation they do not cover. If the stopping test uses the Frobenius norm, an initial value above one is no sign of failure: for two orbitals with $|K|=0.9$ it is about $1.27$, although $d$ shortens every nonzero vector.
